# The strain derivative of a magnetovolume energy at fixed moment is K v − g m²

A magnet with volume strain v and moment m is given the energy K v²/2 − g v m² − a m² + b m⁴, in which the coupling is linear in strain and quadratic in the moment. The lemma states that, with m held fixed, this energy is differentiable in the strain at every v, with derivative K v − g m². All quantities are real numbers, and no signs are assumed for the coefficients. The attempt builds the derivative of an equivalent polynomial, with v² written as a product and the terms free of strain gathered into a constant, and then tries to match it to the stated energy and derivative.

The first attempt, which Lean rejects:

```lean
import Mathlib

namespace HasDerivAtEnergyStrain

noncomputable section

variable {K g a b p v m : ℝ}

/-- Energy of a magnet with volume strain `v` and moment `m`: elastic term, magnetovolume
coupling, and a quartic Landau energy of the moment. -/
def energy (K g a b v m : ℝ) : ℝ :=
  K * v ^ 2 / 2 - g * v * m ^ 2 - a * m ^ 2 + b * m ^ 4

/-- The derivative of the energy with respect to strain at fixed moment is the elastic
stress `K v` minus the magnetic stress `g m²`. -/
theorem hasDerivAt_energy_strain (K g a b v m : ℝ) :
    HasDerivAt (fun x => energy K g a b x m) (K * v - g * m ^ 2) v := by
  have h := ((((hasDerivAt_id' v).fun_mul (hasDerivAt_id' v)).const_mul (K / 2)).fun_sub
    ((hasDerivAt_id' v).const_mul (g * m ^ 2))).add_const (b * m ^ 4 - a * m ^ 2)
  convert h using 1
  · funext x
    unfold energy
    ring
  · ring

end

end HasDerivAtEnergyStrain
```

The compiler's answer:

```
Main.lean:21:4: error: Tactic `apply` failed: could not unify the conclusion of `@funext`
  ?f = ?g
with the goal
  Real.instAddCommGroup = Real.normedAddCommGroup.toAddCommGroup

Note: The full type of `@funext` is
  ∀ {α : Sort ?u.95} {β : α → Sort ?u.94} {f g : (x : α) → β x}, (∀ (x : α), f x = g x) → f = g

case e'_4
K g a b v m : ℝ
h :
  HasDerivAt (fun x => K / 2 * (x * x) - g * m ^ 2 * x + (b * m ^ 4 - a * m ^ 2))
    (K / 2 * (1 * v + v * 1) - g * m ^ 2 * 1) v
⊢ Real.instAddCommGroup = Real.normedAddCommGroup.toAddCommGroup
Main.lean:24:4: error: `ring_nf` made no progress on the goal
Main.lean:17:70: error: unsolved goals
case e'_8
K g a b v m : ℝ
h :
  HasDerivAt (fun x => K / 2 * (x * x) - g * m ^ 2 * x + (b * m ^ 4 - a * m ^ 2))
    (K / 2 * (1 * v + v * 1) - g * m ^ 2 * 1) v
⊢ (fun x => energy K g a b x m) = fun x => K / 2 * (x * x) - g * m ^ 2 * x + (b * m ^ 4 - a * m ^ 2)

case e'_9
K g a b v m : ℝ
h :
  HasDerivAt (fun x => K / 2 * (x * x) - g * m ^ 2 * x + (b * m ^ 4 - a * m ^ 2))
    (K / 2 * (1 * v + v * 1) - g * m ^ 2 * 1) v
⊢ K * v - g * m ^ 2 = K / 2 * (1 * v + v * 1) - g * m ^ 2 * 1
```

Diagnosis. `convert h using 1` produced more goals than the two the proof expected. The first asks that two additive group structures on ℝ be equal, `Real.instAddCommGroup` and the one obtained from `Real.normedAddCommGroup`. `funext x` was applied to it and failed, since this is not an equation between functions. The second bullet's `ring` also met a goal it could not advance. That goal is not printed, but it was neither of the intended ones, for the equality of functions and the equality of derivative values are both still listed as unsolved.

The repair does without `convert`. The equality of functions is stated by itself as `hf`, where `funext`, `unfold energy` and `ring` have the goal they were meant for, and `rw [hf]` puts the polynomial into the statement. `h.congr_deriv (by ring)` then changes only the derivative's value, leaving `ring` an identity of real numbers. The two group structures agree by definition, so `exact` accepts the result without a separate proof that they are equal.

This version goes through:

```diff
@@ -18,9 +18,11 @@
   have h := ((((hasDerivAt_id' v).fun_mul (hasDerivAt_id' v)).const_mul (K / 2)).fun_sub
     ((hasDerivAt_id' v).const_mul (g * m ^ 2))).add_const (b * m ^ 4 - a * m ^ 2)
-  convert h using 1
-  · funext x
+  have hf : (fun x => energy K g a b x m)
+      = fun x => K / 2 * (x * x) - g * m ^ 2 * x + (b * m ^ 4 - a * m ^ 2) := by
+    funext x
     unfold energy
     ring
-  · ring
+  rw [hf]
+  exact h.congr_deriv (by ring)
 
 end
```
